# A real or complex antisymmetric matrix of odd size annihilates its vector of signed sub-Pfaffians

Consider an odd number of Majorana operators γ_0, …, γ_2n, coupled in pairs by the quadratic Hamiltonian

H = (i/4) Σ_jk A_jk γ_j γ_k, with A_kj = −A_jk.

An antisymmetric matrix of odd size is singular, since det A = det Aᵀ = −det A. Some combination of the γ's therefore commutes with H, whatever the couplings. Can its amplitudes be written directly in terms of the couplings, without solving a linear system?

## The null vector and its derivation

For a matrix B of size 2n, define the Pfaffian by a sum over all permutations τ of 0, …, 2n−1:

Pf B = c Σ_τ sgn(τ) Π_k B_τ(2k),τ(2k+1), with c = 1/(2ⁿ n!) and k = 0, …, n−1.

Let A⁽ʲ⁾ be A with row and column j deleted, and set

v_j = (−1)ʲ Pf A⁽ʲ⁾.

The claim is that A v = 0 over any field of characteristic zero. The vector v is nonzero exactly when some Pf A⁽ʲ⁾ is nonzero, and only then does it give a mode.

**From sub-Pfaffians to orderings.** A site j followed by an ordering τ of the remaining sites is an ordering σ of all sites with σ(0) = j. Moving j to the front passes the j smaller sites, so sgn(σ) = (−1)ʲ sgn(τ). Every σ arises exactly once, hence

(A v)_i = Σ_j A_ij v_j = c Σ_σ sgn(σ) A_i,σ(0) Π_k A_σ(2k+1),σ(2k+2).

**Cancellation.** Fix i and group the orderings by the position at which i occurs. If σ(0) = i, the term contains A_ii = 0. Otherwise i is paired with a site b, while a = σ(0) is unpaired. If i comes first in its pair, the affected factors are A_ia A_ib, and exchanging a with b gives A_ib A_ia. If i comes second, they change from A_ia A_bi to A_ib A_ai, and both equal −A_ia A_ib. The product is unchanged and sgn(σ) flips. The exchange permutes the orderings in the group, so the group's sum S satisfies S = −S and vanishes.

**The commutator.** Let G = Σ_l v_l γ_l. With γ_j γ_k + γ_k γ_j = 2δ_jk,

γ_k G + G γ_k = 2v_k,

[γ_j γ_k, G] = γ_j (γ_k G + G γ_k) − (γ_j G + G γ_j) γ_k = 2v_k γ_j − 2v_j γ_k.

Summing against A_jk and using antisymmetry in the second term gives

[H, G] = i Σ_j (A v)_j γ_j = 0.

## One site, three sites, and numerical use

For n = 0 the matrix is the single entry 0, the empty Pfaffian is 1, and v = (1). For n = 1,

v = (A_12, −A_02, A_01).

The first component of A v is −A_01 A_02 + A_02 A_01 = 0, and the others cancel likewise. If the three γ's are the Pauli matrices, (γ_0, γ_1, γ_2) = (σ_x, σ_y, σ_z), then G = v_0 σ_x + v_1 σ_y + v_2 σ_z and H = −½ G. For real A ≠ 0 this is a spin in a field, whose component along the field is conserved.

When v ≠ 0 the null space of A is one-dimensional, and in a non-interacting Majorana code with many sites a null-space routine delivers v, up to scale, more cheaply than 2n+1 separately computed Pfaffians. The formula is useful for checking the routine's output up to scale, and for following the amplitudes as functions of the couplings. For real A and v ≠ 0, dividing G by (Σ_l v_l²)^½ makes its square equal to one. If all sub-Pfaffians vanish, null vectors still exist, but the formula returns zero.

## Pairings and Pfaffians in Lean

The matrix results are stated over a field `K`, with sites numbered from zero.

```lean
import Mathlib

open Matrix Equiv Finset

namespace ExplicitOddZeroMode

noncomputable section

variable {K : Type*} [Field K] {n : ℕ}
```

The k-th pair occupies positions 2k and 2k+1.

```lean
/-- The first position of the `k`-th pair. -/
def lo (k : Fin n) : Fin (2 * n) := ⟨2 * k, by have := k.isLt; omega⟩

/-- The second position of the `k`-th pair. -/
def hi (k : Fin n) : Fin (2 * n) := ⟨2 * k + 1, by have := k.isLt; omega⟩
```

The pair product takes any sequence of sites, so it serves both the deleted matrix and the tail of a full ordering.

```lean
/-- The product of the couplings of consecutive pairs in the sequence of sites `s`. -/
def pairProduct {ι : Type*} (A : Matrix ι ι K) (s : Fin (2 * n) → ι) : K :=
  ∏ k : Fin n, A (s (lo k)) (s (hi k))

/-- The Pfaffian, as a normalised signed sum over all orderings of the sites into pairs. -/
def pfaffian (A : Matrix (Fin (2 * n)) (Fin (2 * n)) K) : K :=
  ((2 : K) ^ n * (n.factorial : K))⁻¹ *
    ∑ σ : Perm (Fin (2 * n)), ((Perm.sign σ : ℤ) : K) * pairProduct A σ
```

In `zeroMode`, the map `i.succAbove` lists the sites other than `i` in increasing order, and `submatrix` uses it to delete row and column `i`.

```lean
/-- The vector of signed Pfaffians of `A` with one row and the same column deleted. -/
def zeroMode (A : Matrix (Fin (2 * n + 1)) (Fin (2 * n + 1)) K) : Fin (2 * n + 1) → K :=
  fun i => (-1) ^ (i : ℕ) * pfaffian (A.submatrix i.succAbove i.succAbove)
```

Next come the ordering σ built from (j, τ), and the signed term that it contributes to (A v)_i.

```lean
/-- The ordering of all sites that starts with a chosen site and continues with a given
ordering of the others. -/
def insertFirst {m : ℕ} (x : Fin (m + 1) × Perm (Fin m)) : Perm (Fin (m + 1)) :=
  (Perm.decomposeFin.symm (0, x.2)).trans x.1.cycleRange.symm

/-- The signed term in which site `i` is coupled to the first site of the ordering `σ` and the
remaining sites are coupled in consecutive pairs. -/
def contraction (A : Matrix (Fin (2 * n + 1)) (Fin (2 * n + 1)) K) (i : Fin (2 * n + 1))
    (σ : Perm (Fin (2 * n + 1))) : K :=
  ((Perm.sign σ : ℤ) : K) * (A i (σ 0) * pairProduct A (fun m => σ m.succ))
```

For two sites the definition gives A_01, with the usual sign and factor.

```lean
/-- Over a field of characteristic zero, the Pfaffian of an antisymmetric two-site matrix is its
entry in row 0 and column 1. -/
theorem pfaffian_two [CharZero K] (A : Matrix (Fin 2) (Fin 2) K) (hA : Aᵀ = -A) :
    pfaffian (n := 1) A = A 0 1 := by
  have anti : A 1 0 = -A 0 1 := congrFun (congrFun hA 0) 1
  have hu : (univ : Finset (Perm (Fin 2))) = {1, swap 0 1} := by decide
  have h : pfaffian (n := 1) A = ((2 : K) ^ 1 * (Nat.factorial 1 : K))⁻¹ *
      ∑ σ : Perm (Fin 2), ((Perm.sign σ : ℤ) : K) * (A (σ 0) (σ 1)) := by
    unfold pfaffian
    congr 1
    refine sum_congr rfl fun σ _ => ?_
    congr 1
    exact Fin.prod_univ_one _
  rw [h, hu, sum_pair (by decide), Perm.sign_one, Perm.sign_swap (by decide),
    swap_apply_left, swap_apply_right, anti]
  norm_num
  ring
```

## Rewriting A v as a sum over orderings

The first lemma records the entries of the enlarged ordering and its sign, (−1)ʲ sgn(τ).

```lean
/-- The enlarged ordering starts with the chosen site, continues with the others, and its sign
is the old sign times the parity of the chosen site. -/
theorem insertFirst_spec {m : ℕ} (x : Fin (m + 1) × Perm (Fin m)) :
    insertFirst x 0 = x.1 ∧ (∀ k, insertFirst x k.succ = x.1.succAbove (x.2 k)) ∧
      Perm.sign (insertFirst x) = (-1) ^ (x.1 : ℕ) * Perm.sign x.2 := by
  refine ⟨by simp [insertFirst], fun k => by simp [insertFirst], ?_⟩
  simp [insertFirst, Perm.sign_trans, Fin.sign_cycleRange, Perm.decomposeFin.symm_sign]
```

These entries determine j and τ, so `insertFirst` is injective. Both sides have the same number of elements, so it is bijective, and the double sum over j and τ becomes one sum over σ. Antisymmetry is not used yet.

```lean
/-- Each component of `A v` is a normalised sum of contractions over all orderings. -/
theorem mulVec_zeroMode_apply (A : Matrix (Fin (2 * n + 1)) (Fin (2 * n + 1)) K)
    (i : Fin (2 * n + 1)) : (A *ᵥ zeroMode A) i =
      ((2 : K) ^ n * (n.factorial : K))⁻¹ * ∑ σ, contraction A i σ := by
  have hb : Function.Bijective (insertFirst (m := 2 * n)) := by
    refine (Fintype.bijective_iff_injective_and_card _).2
      ⟨?_, Fintype.card_congr Perm.decomposeFin.symm⟩
    rintro ⟨j, τ⟩ ⟨j', τ'⟩ h
    have h0 : j = j' := by
      have e := (insertFirst_spec (j, τ)).1
      rw [h] at e
      exact e.symm.trans (insertFirst_spec (j', τ')).1
    subst h0
    have h1 : τ = τ' := Equiv.ext fun k => by
      have e := (insertFirst_spec (j, τ)).2.1 k
      rw [h] at e
      exact Fin.succAbove_right_injective (p := j)
        (e.symm.trans ((insertFirst_spec (j, τ')).2.1 k))
    rw [h1]
  rw [← hb.sum_comp, Fintype.sum_prod_type, mul_sum]
  change ∑ j, A i j * zeroMode A j = _
  refine sum_congr rfl fun j _ => ?_
  simp only [zeroMode, pfaffian, mul_sum]
  refine sum_congr rfl fun τ _ => ?_
  have hp : pairProduct (A.submatrix j.succAbove j.succAbove) τ =
    pairProduct A (fun k => j.succAbove (τ k)) := rfl
  obtain ⟨h0, h1, h2⟩ := insertFirst_spec (j, τ)
  simp only [contraction, h0, h1, h2, hp]
  push_cast
  ring
```

## The exchange that cancels the terms

Here `p` is the position of i within the tail of the ordering and `q` that of its partner. Multiplying σ on the right by `swap 0 q.succ` exchanges the partner with the unpaired site. The proof splits off pair `k`, shows that the other pairs are untouched, and treats the two orders within the pair separately.

```lean
/-- For an antisymmetric matrix, if `i` is paired with a site in the ordering, exchanging that
partner with the first site reverses the sign of the contraction. -/
theorem contraction_exchange (A : Matrix (Fin (2 * n + 1)) (Fin (2 * n + 1)) K) (hA : Aᵀ = -A)
    (i : Fin (2 * n + 1)) (k : Fin n) (p q : Fin (2 * n)) (hne : p ≠ q)
    (hpq : (p = lo k ∧ q = hi k) ∨ (p = hi k ∧ q = lo k))
    (σ : Perm (Fin (2 * n + 1))) (hσ : σ p.succ = i) :
    contraction A i (σ * swap 0 q.succ) = -contraction A i σ := by
  have anti : ∀ a b, A b a = -A a b := fun a b => congrFun (congrFun hA a) b
  have fix : ∀ r : Fin (2 * n), r ≠ q → (σ * swap 0 q.succ) r.succ = σ r.succ := fun r hr => by
    rw [Perm.mul_apply, swap_apply_of_ne_of_ne (Fin.succ_ne_zero r)
      (fun h => hr (Fin.succ_injective _ h))]
  have at0 : (σ * swap 0 q.succ) 0 = σ q.succ := by rw [Perm.mul_apply, swap_apply_left]
  have atq : (σ * swap 0 q.succ) q.succ = σ 0 := by rw [Perm.mul_apply, swap_apply_right]
  have hs : Perm.sign (σ * swap 0 q.succ) = -Perm.sign σ := by
    rw [Perm.sign_mul, Perm.sign_swap (Fin.succ_ne_zero q).symm, mul_neg, mul_one]
  have off : ∀ m, m ≠ k → lo m ≠ q ∧ hi m ≠ q := by
    intro m hm
    have hm' : (m : ℕ) ≠ k := fun h => hm (Fin.ext h)
    rcases hpq with ⟨-, h2⟩ | ⟨-, h2⟩ <;> constructor <;> intro h <;>
      have h' := congrArg Fin.val (h.trans h2) <;> simp only [lo, hi] at h' <;> omega
  have split : ∀ s : Fin (2 * n) → Fin (2 * n + 1), pairProduct A s =
      A (s (lo k)) (s (hi k)) * ∏ m ∈ univ.erase k, A (s (lo m)) (s (hi m)) :=
    fun s => (mul_prod_erase univ (fun m => A (s (lo m)) (s (hi m))) (mem_univ k)).symm
  -- all pairs other than the one containing `i` are untouched
  have rest : ∏ m ∈ univ.erase k, A ((σ * swap 0 q.succ) (lo m).succ)
      ((σ * swap 0 q.succ) (hi m).succ) =
      ∏ m ∈ univ.erase k, A (σ (lo m).succ) (σ (hi m).succ) :=
    prod_congr rfl fun m hm => by
      obtain ⟨h1, h2⟩ := off m (ne_of_mem_erase hm)
      rw [fix _ h1, fix _ h2]
  simp only [contraction, split]
  rw [rest, hs, at0]
  rcases hpq with ⟨rfl, rfl⟩ | ⟨rfl, rfl⟩
  · rw [fix _ hne, atq, hσ]
    push_cast
    ring
  · rw [fix _ hne, atq, hσ, anti i (σ 0), anti i (σ (lo k).succ)]
    push_cast
    ring
```

In the next proof, `dbl` is the step from S = −S to S = 0, which also gives A_ii = 0. The statement `key` shows that each group with i at a fixed position sums to zero, and the final calculation adds the groups.

```lean
/-- For an antisymmetric matrix over a field of characteristic zero, the contractions with a fixed
site sum to zero. -/
theorem sum_contraction [CharZero K] (A : Matrix (Fin (2 * n + 1)) (Fin (2 * n + 1)) K)
    (hA : Aᵀ = -A) (i : Fin (2 * n + 1)) : ∑ σ, contraction A i σ = 0 := by
  have dbl : ∀ x : K, x = -x → x = 0 := fun x hx => by
    have h : (2 : K) * x = 0 := by linear_combination hx
    simpa using h
  have odd : ∀ (f : Perm (Fin (2 * n + 1)) → K) (s : Perm (Fin (2 * n + 1))),
      (∀ σ, f (σ * s) = -f σ) → ∑ σ, f σ = 0 := fun f s h => dbl _ (by
    rw [← sum_neg_distrib]
    exact (Equiv.sum_comp (Equiv.mulRight s) f).symm.trans (sum_congr rfl fun σ _ => h σ))
  -- group the orderings by the position `p` at which site `i` occurs
  have key : ∀ p, ∑ σ : Perm (Fin (2 * n + 1)),
      (if σ p = i then contraction A i σ else 0) = 0 := by
    intro p
    refine Fin.cases ?_ (fun p => ?_) p
    · refine sum_eq_zero fun σ _ => ?_
      split_ifs with h
      · have hd : A i i = 0 := dbl _ (congrFun (congrFun hA i) i)
        rw [contraction, h, hd, zero_mul, mul_zero]
      · rfl
    · obtain ⟨k, q, hne, hpq⟩ : ∃ (k : Fin n) (q : Fin (2 * n)), p ≠ q ∧
          ((p = lo k ∧ q = hi k) ∨ (p = hi k ∧ q = lo k)) := by
        have hp := p.isLt
        rcases Nat.even_or_odd' (p : ℕ) with ⟨m, h | h⟩
        · refine ⟨⟨m, by omega⟩, hi ⟨m, by omega⟩, fun e => ?_, Or.inl ⟨Fin.ext h, rfl⟩⟩
          have e' := congrArg Fin.val e
          simp only [hi] at e'
          omega
        · refine ⟨⟨m, by omega⟩, lo ⟨m, by omega⟩, fun e => ?_, Or.inr ⟨Fin.ext h, rfl⟩⟩
          have e' := congrArg Fin.val e
          simp only [lo] at e'
          omega
      refine odd _ (swap 0 q.succ) fun σ => ?_
      have hfix : (σ * swap 0 q.succ) p.succ = σ p.succ := by
        rw [Perm.mul_apply, swap_apply_of_ne_of_ne (Fin.succ_ne_zero p)
          (fun h => hne (Fin.succ_injective _ h))]
      simp only [hfix]
      by_cases h : σ p.succ = i
      · rw [if_pos h, if_pos h]
        exact contraction_exchange A hA i k p q hne hpq σ h
      · rw [if_neg h, if_neg h, neg_zero]
  calc ∑ σ, contraction A i σ
      = ∑ σ : Perm (Fin (2 * n + 1)), ∑ p, (if σ p = i then contraction A i σ else 0) := by
        refine sum_congr rfl fun σ _ => ?_
        rw [sum_eq_single (σ.symm i)]
        · simp
        · intro b _ hb
          exact if_neg fun h => hb (by rw [← h, σ.symm_apply_apply])
        · simp
    _ = 0 := by rw [sum_comm]; exact sum_eq_zero fun p _ => key p
```

The null-vector theorem follows for every size 2n+1, together with the criterion for v to be nonzero.

```lean
/-- Over a field of characteristic zero, the vector of signed sub-Pfaffians of an antisymmetric
matrix of odd size is annihilated by that matrix. -/
theorem mulVec_zeroMode [CharZero K] (A : Matrix (Fin (2 * n + 1)) (Fin (2 * n + 1)) K)
    (hA : Aᵀ = -A) : A *ᵥ zeroMode A = 0 := by
  funext i
  have h := mulVec_zeroMode_apply A i
  rw [sum_contraction A hA i, mul_zero] at h
  exact h

/-- The vector of signed sub-Pfaffians is nonzero exactly when some sub-Pfaffian is nonzero. -/
theorem zeroMode_ne_zero_iff (A : Matrix (Fin (2 * n + 1)) (Fin (2 * n + 1)) K) :
    zeroMode A ≠ 0 ↔ ∃ i : Fin (2 * n + 1),
      pfaffian (A.submatrix i.succAbove i.succAbove) ≠ 0 := by
  simp [zeroMode, Function.ne_iff]
```

## The mode operator and the Hamiltonian

The Majorana operators are elements of an arbitrary complex algebra `R`, normalised so that each squares to one. No adjoint is introduced: A may be complex, and H is Hermitian in the usual setting of Hermitian γ's and real A.

```lean
variable {R : Type*} [Ring R] [Algebra ℂ R] {m : ℕ}

/-- The Majorana relations: distinct operators anticommute and each squares to one. -/
def IsMajorana (γ : Fin m → R) : Prop :=
  ∀ j k, γ j * γ k + γ k * γ j = if j = k then (2 : ℂ) • (1 : R) else 0

/-- The quadratic Majorana Hamiltonian with coupling matrix `A`. -/
def hamiltonian (A : Matrix (Fin m) (Fin m) ℂ) (γ : Fin m → R) : R :=
  (Complex.I / 4) • ∑ j, ∑ k, A j k • (γ j * γ k)

/-- The linear combination of Majorana operators with amplitudes `v`. -/
def modeOperator (v : Fin m → ℂ) (γ : Fin m → R) : R := ∑ l, v l • γ l
```

The commutation theorem concerns this finite quadratic model, and says nothing about interactions, an energy gap or localisation of the mode. Its proof follows the commutator above: `ac` is the anticommutator with G, `comm` is the commutator of a bilinear, and `s1` and `s2` are the two sums that vanish by A v = 0.

```lean
/-- For an antisymmetric coupling matrix of odd size, the mode operator built from the signed
sub-Pfaffians commutes with the quadratic Majorana Hamiltonian. -/
theorem hamiltonian_commute_zeroMode (A : Matrix (Fin (2 * n + 1)) (Fin (2 * n + 1)) ℂ)
    (hA : Aᵀ = -A) (γ : Fin (2 * n + 1) → R) (hγ : IsMajorana γ) :
    Commute (hamiltonian A γ) (modeOperator (zeroMode A) γ) := by
  have hrow : ∀ j, ∑ k, A j k * zeroMode A k = 0 := fun j => congrFun (mulVec_zeroMode A hA) j
  generalize zeroMode A = v at hrow ⊢
  have anti : ∀ a b, A b a = -A a b := fun a b => congrFun (congrFun hA a) b
  have ac : ∀ k, γ k * modeOperator v γ + modeOperator v γ * γ k = (v k * 2) • (1 : R) := by
    intro k
    simp only [modeOperator, mul_sum, sum_mul, mul_smul_comm, smul_mul_assoc,
      ← sum_add_distrib, ← smul_add, hγ k, smul_ite, smul_zero, sum_ite_eq, mem_univ,
      if_true, smul_smul]
  generalize hG : modeOperator v γ = G at ac ⊢
  -- the commutator of a bilinear with the mode is linear in the Majorana operators
  have comm : ∀ j k, γ j * γ k * G - G * (γ j * γ k) =
      (v k * 2) • γ j - (v j * 2) • γ k := by
    intro j k
    have h : γ j * γ k * G - G * (γ j * γ k) =
      γ j * (γ k * G + G * γ k) - (γ j * G + G * γ j) * γ k := by noncomm_ring
    rw [h, ac, ac, mul_smul_comm, smul_mul_assoc, mul_one, one_mul]
  have s1 : ∑ j, ∑ k, A j k • ((v k * 2) • γ j) = 0 := sum_eq_zero fun j _ => by
    have h : ∑ k, A j k • ((v k * 2) • γ j) = ((∑ k, A j k * v k) * 2) • γ j := by
      rw [sum_mul, sum_smul]
      exact sum_congr rfl fun k _ => by rw [smul_smul, mul_assoc]
    rw [h, hrow, zero_mul, zero_smul]
  have s2 : ∑ j, ∑ k, A j k • ((v j * 2) • γ k) = 0 := by
    rw [sum_comm, ← neg_eq_zero, ← sum_neg_distrib]
    refine Eq.trans (sum_congr rfl fun k _ => ?_) s1
    rw [← sum_neg_distrib]
    refine sum_congr rfl fun j _ => ?_
    rw [anti k j, neg_smul, neg_neg]
  have h : hamiltonian A γ * G - G * hamiltonian A γ =
      (Complex.I / 4) • ∑ j, ∑ k, A j k • (γ j * γ k * G - G * (γ j * γ k)) := by
    simp only [hamiltonian, smul_mul_assoc, mul_smul_comm, sum_mul, mul_sum, smul_sub,
      sum_sub_distrib]
  refine sub_eq_zero.mp (h.trans ?_)
  simp only [comm, smul_sub, sum_sub_distrib, s1, s2, sub_self, smul_zero]
```

The Pauli matrices realise the assumed relations for three operators.

```lean
/-- The three Pauli matrices satisfy the Majorana relations. -/
theorem isMajorana_witness : IsMajorana (R := Matrix (Fin 2) (Fin 2) ℂ)
    ![!![0, 1; 1, 0], !![0, -Complex.I; Complex.I, 0], !![1, 0; 0, -1]] := by
  intro j k
  fin_cases j <;> fin_cases k <;> ext a b <;> fin_cases a <;> fin_cases b <;>
    simp <;> norm_num

end

end ExplicitOddZeroMode
```

```lean
#print axioms ExplicitOddZeroMode.pfaffian_two
#print axioms ExplicitOddZeroMode.mulVec_zeroMode
#print axioms ExplicitOddZeroMode.zeroMode_ne_zero_iff
#print axioms ExplicitOddZeroMode.hamiltonian_commute_zeroMode
```

```
'ExplicitOddZeroMode.pfaffian_two' depends on axioms: [propext, Classical.choice, Quot.sound]
'ExplicitOddZeroMode.mulVec_zeroMode' depends on axioms: [propext, Classical.choice, Quot.sound]
'ExplicitOddZeroMode.zeroMode_ne_zero_iff' depends on axioms: [propext, Classical.choice, Quot.sound]
'ExplicitOddZeroMode.hamiltonian_commute_zeroMode' depends on axioms: [propext, Classical.choice, Quot.sound]
```
